# Series law for the phase-averaged transmission of two lossless scatterers

Take two barriers that each transmit half of the incident intensity and reflect the other half. Multiplying their transmissions gives $1/4$, which leaves out every wave reflected back and forth between them. Keeping those waves coherently gives anything from $1/9$ to $1$, depending on the phase gathered in the gap, so the pair has no single resistance to enter in a series circuit. For lossless scatterers with non-zero transmission, averaging the transmission over that phase restores a classical law. This bears on quantum transport through a wire with one channel and non-interacting electrons.

## Two scatterers and a gap

A wave comes from the left. Scatterer $j=1,2$ has left-to-right transmission amplitude $t_j$ and reflection amplitude $r_j$ seen from inside the gap. Write $T_j=|t_j|^2$ and $R_j=|r_j|^2$. Lossless means $T_j+R_j=1$, as a unitary scattering matrix requires. The phase of one round trip through the gap is $x$.

```lean
import Mathlib

open Complex (I)

namespace PhaseAveragedTransmission

noncomputable section
```

The phase average is $\langle f\rangle=\frac1{2\pi}\int_0^{2\pi}f(x)\,dx$. It gives every phase equal weight and keeps $t_j,r_j$ fixed; that a real spread of energies or spacings does the same is a physical assumption.

```lean
/-- The average of a function of the phase over one full period `[0, 2π]`. -/
def phaseAverage (f : ℝ → ℝ) : ℝ := (∫ x in (0 : ℝ)..(2 * Real.pi), f x) / (2 * Real.pi)
```

The resistance $\rho(T)=(1-T)/T$ is dimensionless and excludes the contact resistance of the channel.

```lean
/-- The dimensionless resistance `(1 - T) / T` of a scatterer with transmission `T ≠ 0`. -/
def resistance (T : ℝ) : ℝ := (1 - T) / T
```

The coherent transmission is written $\mathcal T(x)$ below. Its formula is a definition here, and part (f) derives it from wave matching. Lean's `‖·‖` is the complex modulus.

```lean
/-- The transmission of two scatterers in series at round-trip phase `x`, where `r₁` and `r₂` are
the reflection amplitudes seen from between them; its domain is `r₁ r₂ exp(ix) ≠ 1`. -/
def coherentTransmission (t₁ r₁ t₂ r₂ : ℂ) (x : ℝ) : ℝ :=
  ‖t₁‖ ^ 2 * ‖t₂‖ ^ 2 / ‖1 - r₁ * r₂ * Complex.exp (x * I)‖ ^ 2
```

## (a) A direct and a delayed wave

For complex $z$ and real $x$, show that
$$|1-ze^{ix}|^2=1+|z|^2-2(\operatorname{Re}z\cos x-\operatorname{Im}z\sin x).$$

Write $ze^{ix}=u+iv$, with $u=\operatorname{Re}z\cos x-\operatorname{Im}z\sin x$ and $v=\operatorname{Re}z\sin x+\operatorname{Im}z\cos x$. The left side is $(1-u)^2+v^2=1-2u+(u^2+v^2)$, and $u^2+v^2=|z|^2(\cos^2x+\sin^2x)=|z|^2$. In Lean, `simp` splits the real and imaginary parts and `linear_combination` supplies the last identity.

```lean
/-- The squared modulus of `1 - z exp(ix)`, the difference between a unit wave and a wave of
amplitude `z` shifted by the phase `x`. -/
theorem interference (z : ℂ) (x : ℝ) :
    ‖1 - z * Complex.exp (x * I)‖ ^ 2
      = 1 + ‖z‖ ^ 2 - 2 * (z.re * Real.cos x - z.im * Real.sin x) := by
  simp only [Complex.sq_norm, Complex.normSq_apply, Complex.sub_re, Complex.sub_im,
    Complex.mul_re, Complex.mul_im, Complex.one_re, Complex.one_im,
    Complex.exp_ofReal_mul_I_re, Complex.exp_ofReal_mul_I_im]
  linear_combination (z.re ^ 2 + z.im ^ 2) * Real.sin_sq_add_cos_sq x
```

## (b) The derivative of the quadrature

Show that $dv/dx=u$.

Differentiating term by term gives $\operatorname{Re}z\cos x-\operatorname{Im}z\sin x$. `HasDerivAt` states that the derivative exists and has this value.

```lean
/-- The phase derivative of the imaginary part of `z exp(ix)` is its real part. -/
theorem hasDerivAt_quadrature (z : ℂ) (x : ℝ) :
    HasDerivAt (fun y : ℝ => z.re * Real.sin y + z.im * Real.cos y)
      (z.re * Real.cos x - z.im * Real.sin x) x :=
  (((Real.hasDerivAt_sin x).const_mul z.re).fun_add
    ((Real.hasDerivAt_cos x).const_mul z.im)).congr_deriv (by ring)
```

## (c) No exact resonance pole

For $|z|<1$, show that $1-ze^{ix}\neq0$.

Otherwise $ze^{ix}=1$, and taking moduli gives $|z|=1$, a contradiction.

```lean
/-- A round-trip amplitude of modulus below one never makes the resonance denominator vanish. -/
theorem denominator_ne_zero {z : ℂ} (hz : ‖z‖ < 1) (x : ℝ) :
    1 - z * Complex.exp (x * I) ≠ 0 := by
  intro h
  have hn : ‖z * Complex.exp (x * I)‖ = ‖z‖ := by
    rw [norm_mul, Complex.norm_exp_ofReal_mul_I, mul_one]
  rw [← sub_eq_zero.mp h, norm_one] at hn
  linarith
```

## (d) The mean of the Poisson kernel

For $|z|<1$, show that
$$\left\langle\frac{1-|z|^2}{|1-ze^{ix}|^2}\right\rangle=1.$$

Since $u\le|z|<1$, the function $F(x)=x+2\arctan\frac{v}{1-u}$ is smooth. With $v'=u$ and $u'=-v$,
$$F'=1+2\,\frac{u(1-u)-v^2}{(1-u)^2+v^2}=1+\frac{2(u-|z|^2)}{1+|z|^2-2u}=\frac{1-|z|^2}{|1-ze^{ix}|^2}.$$
The arctangent takes equal values at $0$ and $2\pi$, so the integral is $2\pi$.

In the proof, `key` is this algebra, `hF` the derivative of $F$, and `hc` the continuity that makes the kernel integrable. The fundamental theorem of calculus then finishes the argument.

```lean
/-- For `|z| < 1` the Poisson kernel `(1 - |z|²) / |1 - z exp(ix)|²` has phase average one. -/
theorem poisson_average {z : ℂ} (hz : ‖z‖ < 1) :
    phaseAverage (fun x => (1 - ‖z‖ ^ 2) / ‖1 - z * Complex.exp (x * I)‖ ^ 2) = 1 := by
  -- the algebra behind the derivative of the arctangent
  have key : ∀ u v : ℝ, 0 < 1 - u →
      1 + 2 * (1 / (1 + (v / (1 - u)) ^ 2) * ((u * (1 - u) - v * (-(-v))) / (1 - u) ^ 2))
        = (1 - (u ^ 2 + v ^ 2)) / (1 + (u ^ 2 + v ^ 2) - 2 * u) := by
    intro u v h
    have h' : 1 - u ≠ 0 := h.ne'
    have hd : (1 - u) ^ 2 + v ^ 2 ≠ 0 :=
      (add_pos_of_pos_of_nonneg (pow_pos h 2) (sq_nonneg v)).ne'
    have e₁ : 1 + (v / (1 - u)) ^ 2 = ((1 - u) ^ 2 + v ^ 2) / (1 - u) ^ 2 := by
      rw [div_pow, eq_div_iff (pow_ne_zero 2 h'), add_mul, div_mul_cancel₀ _ (pow_ne_zero 2 h'),
        one_mul]
    have e₂ : 1 + (u ^ 2 + v ^ 2) - 2 * u = (1 - u) ^ 2 + v ^ 2 := by ring
    rw [e₁, e₂, eq_div_iff hd]
    field_simp
    ring
  -- an explicit antiderivative of the kernel
  have hF : ∀ x : ℝ, HasDerivAt (fun y : ℝ => y + 2 * Real.arctan
      ((z.re * Real.sin y + z.im * Real.cos y) / (1 - (z.re * Real.cos y - z.im * Real.sin y))))
      ((1 - ‖z‖ ^ 2) / ‖1 - z * Complex.exp (x * I)‖ ^ 2) x := by
    intro x
    have huv : (z.re * Real.cos x - z.im * Real.sin x) ^ 2
        + (z.re * Real.sin x + z.im * Real.cos x) ^ 2 = ‖z‖ ^ 2 := by
      rw [Complex.sq_norm, Complex.normSq_apply]
      linear_combination (z.re ^ 2 + z.im ^ 2) * Real.sin_sq_add_cos_sq x
    have hz2 : ‖z‖ ^ 2 < 1 := by nlinarith [norm_nonneg z]
    have hpos : 0 < 1 - (z.re * Real.cos x - z.im * Real.sin x) := by
      nlinarith [sq_nonneg (z.re * Real.sin x + z.im * Real.cos x),
        sq_nonneg (z.re * Real.cos x - z.im * Real.sin x - 1)]
    have hu : HasDerivAt (fun y : ℝ => z.re * Real.cos y - z.im * Real.sin y)
        (-(z.re * Real.sin x + z.im * Real.cos x)) x :=
      (((Real.hasDerivAt_cos x).const_mul z.re).fun_sub
        ((Real.hasDerivAt_sin x).const_mul z.im)).congr_deriv (by ring)
    have hq := ((hasDerivAt_quadrature z x).fun_div (hu.const_sub 1) hpos.ne').arctan
    rw [interference, ← huv]
    exact ((hasDerivAt_id' x).fun_add (hq.const_mul 2)).congr_deriv (key _ _ hpos)
  have hc : Continuous (fun x : ℝ => (1 - ‖z‖ ^ 2) / ‖1 - z * Complex.exp (x * I)‖ ^ 2) :=
    Continuous.div continuous_const (by fun_prop)
      (fun x => pow_ne_zero 2 (norm_ne_zero_iff.mpr (denominator_ne_zero hz x)))
  unfold phaseAverage
  rw [intervalIntegral.integral_eq_sub_of_hasDerivAt (fun x _ => hF x) (hc.intervalIntegrable _ _),
    div_eq_one_iff_eq (by positivity)]
  simp only [Real.sin_two_pi, Real.cos_two_pi, Real.sin_zero, Real.cos_zero]
  ring
```

## (e) The round trip loses amplitude

For lossless scatterers with $t_1\ne0$, show that $|r_1r_2|<1$.

Here $|r_1|^2=1-|t_1|^2<1$ and $|r_2|\le1$, so $|r_1r_2|\le|r_1|<1$. The second scatterer may be a perfect mirror. The facts `a` and `b` are the two bounds.

```lean
/-- If the first of two lossless scatterers transmits at all, the round-trip amplitude between
them has modulus below one. -/
theorem roundTrip_lt_one {t₁ r₁ t₂ r₂ : ℂ} (h₁ : ‖t₁‖ ^ 2 + ‖r₁‖ ^ 2 = 1)
    (h₂ : ‖t₂‖ ^ 2 + ‖r₂‖ ^ 2 = 1) (ht₁ : t₁ ≠ 0) : ‖r₁ * r₂‖ < 1 := by
  have a : ‖r₁‖ < 1 := by
    nlinarith [pow_pos (norm_pos_iff.mpr ht₁) 2, norm_nonneg r₁]
  have b : ‖r₂‖ ≤ 1 := by nlinarith [sq_nonneg ‖t₂‖, norm_nonneg r₂]
  rw [norm_mul]
  exact (mul_le_of_le_one_right (norm_nonneg r₁) b).trans_lt a
```

## (f) Matching the waves in the gap

Let $a$ and $b$ be the right- and left-moving waves in the gap at the first scatterer, and let $p=e^{ix/2}$ be the phase factor of one crossing. For unit input and $|r_1r_2|<1$, the equations are
$$a=t_1+r_1b,\qquad b=p\,r_2\,p\,a,\qquad \mathrm{out}=t_2\,p\,a.$$
Show that $|\mathrm{out}|^2=\mathcal T(x)$.

Eliminating $b$ gives $a(1-r_1r_2p^2)=t_1$, where $p^2=e^{ix}$. Hence $\mathrm{out}\,(1-r_1r_2e^{ix})=t_1t_2p$. Take moduli, use $|p|=1$, divide by the factor that (c) shows to be non-zero, and square. The elimination is `h`, and its modulus is `h'`.

```lean
/-- A unit wave enters; `a` and `b` are the right- and left-moving waves at the first scatterer,
and each crossing of the gap adds the phase `x/2`. If `|r₁ r₂| < 1`, the outgoing intensity is
the coherent transmission. -/
theorem transmission_of_matching {t₁ r₁ t₂ r₂ a b out : ℂ} {x : ℝ} (hr : ‖r₁ * r₂‖ < 1)
    (ha : a = t₁ + r₁ * b)
    (hb : b = Complex.exp ((x / 2 : ℝ) * I) * (r₂ * (Complex.exp ((x / 2 : ℝ) * I) * a)))
    (ho : out = t₂ * (Complex.exp ((x / 2 : ℝ) * I) * a)) :
    ‖out‖ ^ 2 = coherentTransmission t₁ r₁ t₂ r₂ x := by
  have hd := norm_ne_zero_iff.mpr (denominator_ne_zero hr x)
  have hp : Complex.exp (x * I)
      = Complex.exp ((x / 2 : ℝ) * I) * Complex.exp ((x / 2 : ℝ) * I) := by
    rw [← Complex.exp_add]
    congr 1
    push_cast
    ring
  have hn := Complex.norm_exp_ofReal_mul_I (x / 2)
  -- eliminate the waves between the scatterers
  have h : out * (1 - r₁ * r₂ * Complex.exp (x * I))
      = t₁ * t₂ * Complex.exp ((x / 2 : ℝ) * I) := by
    rw [hp]
    generalize Complex.exp ((x / 2 : ℝ) * I) = p at *
    linear_combination (1 - r₁ * r₂ * (p * p)) * ho + t₂ * p * ha + t₂ * p * r₁ * hb
  have h' := congrArg norm h
  rw [norm_mul, norm_mul, norm_mul, hn, mul_one] at h'
  unfold coherentTransmission
  rw [eq_div_iff (pow_ne_zero 2 hd), ← mul_pow, h', mul_pow]
```

## (g) The average transmission

For $|r_1r_2|<1$, show that
$$\langle\mathcal T\rangle=\frac{T_1T_2}{1-R_1R_2}.$$

With $z=r_1r_2$,
$$\mathcal T(x)=\frac{T_1T_2}{1-|z|^2}\cdot\frac{1-|z|^2}{|1-ze^{ix}|^2}.$$
The second factor has average one by (d), and $|z|^2=R_1R_2$. The rewriting is `e`. Losslessness is not used.

```lean
/-- For `|r₁ r₂| < 1` the phase-averaged transmission is `T₁ T₂ / (1 - R₁ R₂)`, with
`Tⱼ = |tⱼ|²` and `Rⱼ = |rⱼ|²`. -/
theorem average_transmission (t₁ t₂ : ℂ) {r₁ r₂ : ℂ} (hr : ‖r₁ * r₂‖ < 1) :
    phaseAverage (coherentTransmission t₁ r₁ t₂ r₂)
      = ‖t₁‖ ^ 2 * ‖t₂‖ ^ 2 / (1 - ‖r₁‖ ^ 2 * ‖r₂‖ ^ 2) := by
  have hN : 1 - ‖r₁ * r₂‖ ^ 2 ≠ 0 := by
    have : 0 < 1 - ‖r₁ * r₂‖ ^ 2 := by nlinarith [norm_nonneg (r₁ * r₂)]
    exact this.ne'
  have e : coherentTransmission t₁ r₁ t₂ r₂ = fun x : ℝ =>
      (‖t₁‖ ^ 2 * ‖t₂‖ ^ 2 / (1 - ‖r₁ * r₂‖ ^ 2)) *
        ((1 - ‖r₁ * r₂‖ ^ 2) / ‖1 - r₁ * r₂ * Complex.exp (x * I)‖ ^ 2) := by
    funext x
    unfold coherentTransmission
    rw [← mul_div_assoc, div_mul_cancel₀ _ hN]
  have hP := poisson_average hr
  unfold phaseAverage at hP ⊢
  rw [e, intervalIntegral.integral_const_mul, mul_div_assoc, hP, mul_one, norm_mul, mul_pow]
```

## (h) Resistances in series

For lossless scatterers with $t_1,t_2\neq0$, let $T=\langle\mathcal T\rangle$. Show that $T>0$ and
$$\rho(T)=\rho(T_1)+\rho(T_2).$$

By (e) and (g), $T=T_1T_2/D$ with $D=1-(1-T_1)(1-T_2)=T_1+T_2-T_1T_2>0$. So $T>0$, and
$$\rho(T)=\frac{D-T_1T_2}{T_1T_2}=\frac1{T_1}+\frac1{T_2}-2=\rho(T_1)+\rho(T_2).$$
Lean eliminates $R_j$ through the lossless conditions, names $D$, and clears denominators with `field_simp`.

```lean
/-- **Classical series law.** For two lossless scatterers with non-zero transmission, the
phase-averaged transmission is positive and its resistance is the sum of the two resistances. -/
theorem series_law {t₁ r₁ t₂ r₂ : ℂ} (h₁ : ‖t₁‖ ^ 2 + ‖r₁‖ ^ 2 = 1)
    (h₂ : ‖t₂‖ ^ 2 + ‖r₂‖ ^ 2 = 1) (ht₁ : t₁ ≠ 0) (ht₂ : t₂ ≠ 0) :
    0 < phaseAverage (coherentTransmission t₁ r₁ t₂ r₂) ∧
      resistance (phaseAverage (coherentTransmission t₁ r₁ t₂ r₂))
        = resistance (‖t₁‖ ^ 2) + resistance (‖t₂‖ ^ 2) := by
  have hr := roundTrip_lt_one h₁ h₂ ht₁
  have hA := pow_pos (norm_pos_iff.mpr ht₁) 2
  have hB := pow_pos (norm_pos_iff.mpr ht₂) 2
  have hD : 0 < 1 - ‖r₁‖ ^ 2 * ‖r₂‖ ^ 2 := by
    rw [← mul_pow, ← norm_mul]
    nlinarith [norm_nonneg (r₁ * r₂)]
  rw [average_transmission t₁ t₂ hr]
  refine ⟨div_pos (mul_pos hA hB) hD, ?_⟩
  rw [eq_sub_of_add_eq' h₁, eq_sub_of_add_eq' h₂] at hD ⊢
  unfold resistance
  generalize ‖t₁‖ ^ 2 = A at *
  generalize ‖t₂‖ ^ 2 = B at *
  obtain ⟨D, hDe⟩ : ∃ D, D = 1 - (1 - A) * (1 - B) := ⟨_, rfl⟩
  rw [← hDe] at hD ⊢
  have e : (1 - A * B / D) / (A * B / D) = (D - A * B) / (A * B) := by
    field_simp
  rw [e, hDe]
  field_simp
  ring
```

## (i) Transmissions as the only input

For $T_1,T_2\in(0,1]$ and $q=\sqrt{(1-T_1)(1-T_2)}$, let $T=\langle T_1T_2/|1-qe^{ix}|^2\rangle$. Show that $T>0$ and
$$\frac{1-T}{T}=\frac{1-T_1}{T_1}+\frac{1-T_2}{T_2}.$$

Apply (h) to the real amplitudes $t_j=\sqrt{T_j}$ and $r_j=\sqrt{1-T_j}$, for which $r_1r_2=q$. The auxiliary fact `n` squares the roots.

```lean
/-- The series law in terms of transmissions `T₁, T₂` in `(0, 1]`, with round-trip amplitude
`q = √((1 - T₁)(1 - T₂))`. -/
theorem series_law_of_transmissions {T₁ T₂ : ℝ} (h₁ : 0 < T₁) (h₁' : T₁ ≤ 1)
    (h₂ : 0 < T₂) (h₂' : T₂ ≤ 1) :
    let T := phaseAverage (fun x => T₁ * T₂ /
      ‖1 - ((Real.sqrt ((1 - T₁) * (1 - T₂)) : ℝ) : ℂ) * Complex.exp (x * I)‖ ^ 2)
    0 < T ∧ (1 - T) / T = (1 - T₁) / T₁ + (1 - T₂) / T₂ := by
  have n : ∀ a : ℝ, 0 ≤ a → ‖((Real.sqrt a : ℝ) : ℂ)‖ ^ 2 = a := fun a ha => by
    rw [Complex.norm_real, Real.norm_eq_abs, sq_abs, Real.sq_sqrt ha]
  have h := series_law (t₁ := (Real.sqrt T₁ : ℝ)) (r₁ := (Real.sqrt (1 - T₁) : ℝ))
    (t₂ := (Real.sqrt T₂ : ℝ)) (r₂ := (Real.sqrt (1 - T₂) : ℝ))
    (by rw [n _ h₁.le, n _ (sub_nonneg.mpr h₁')]; ring)
    (by rw [n _ h₂.le, n _ (sub_nonneg.mpr h₂')]; ring)
    (Complex.ofReal_ne_zero.mpr (Real.sqrt_pos.mpr h₁).ne')
    (Complex.ofReal_ne_zero.mpr (Real.sqrt_pos.mpr h₂).ne')
  unfold coherentTransmission resistance at h
  rw [n _ h₁.le, n _ h₂.le] at h
  rw [Real.sqrt_mul (sub_nonneg.mpr h₁'), Complex.ofReal_mul]
  exact h
```

## (j) Averaging the resistance instead

Under the hypotheses of (h), with $\rho_j=\rho(T_j)$, show that
$$\langle\rho(\mathcal T)\rangle=\rho_1+\rho_2+2\rho_1\rho_2.$$

By (a), with $z=r_1r_2$,
$$\rho(\mathcal T(x))=\frac{1+|z|^2-T_1T_2-2u}{T_1T_2}.$$
By (b), $u$ is the derivative of the periodic function $v$, so it averages to zero. Inserting $|z|^2=(1-T_1)(1-T_2)$ leaves $(2-T_1-T_2)/(T_1T_2)$, which equals the right side. In Lean, `e` is the displayed form and `hG` its antiderivative.

```lean
/-- For two lossless scatterers with non-zero transmission, the phase average of the resistance
itself is `ρ₁ + ρ₂ + 2 ρ₁ ρ₂`, where `ρ₁` and `ρ₂` are the single resistances. -/
theorem average_resistance {t₁ r₁ t₂ r₂ : ℂ} (h₁ : ‖t₁‖ ^ 2 + ‖r₁‖ ^ 2 = 1)
    (h₂ : ‖t₂‖ ^ 2 + ‖r₂‖ ^ 2 = 1) (ht₁ : t₁ ≠ 0) (ht₂ : t₂ ≠ 0) :
    phaseAverage (fun x => resistance (coherentTransmission t₁ r₁ t₂ r₂ x))
      = resistance (‖t₁‖ ^ 2) + resistance (‖t₂‖ ^ 2)
        + 2 * resistance (‖t₁‖ ^ 2) * resistance (‖t₂‖ ^ 2) := by
  have hr := roundTrip_lt_one h₁ h₂ ht₁
  have hA : ‖t₁‖ ^ 2 ≠ 0 := pow_ne_zero 2 (norm_ne_zero_iff.mpr ht₁)
  have hB : ‖t₂‖ ^ 2 ≠ 0 := pow_ne_zero 2 (norm_ne_zero_iff.mpr ht₂)
  have hN : ‖r₁ * r₂‖ ^ 2 = (1 - ‖t₁‖ ^ 2) * (1 - ‖t₂‖ ^ 2) := by
    rw [norm_mul, mul_pow, eq_sub_of_add_eq' h₁, eq_sub_of_add_eq' h₂]
  have hd := fun x : ℝ => pow_ne_zero 2 (norm_ne_zero_iff.mpr (denominator_ne_zero hr x))
  unfold coherentTransmission resistance
  generalize ‖t₁‖ ^ 2 = A at *
  generalize ‖t₂‖ ^ 2 = B at *
  generalize r₁ * r₂ = z at *
  -- the resistance is a constant plus a pure oscillation in the phase
  have e : (fun x : ℝ => (1 - A * B / ‖1 - z * Complex.exp (x * I)‖ ^ 2) /
      (A * B / ‖1 - z * Complex.exp (x * I)‖ ^ 2)) = fun x : ℝ =>
      ((1 + ‖z‖ ^ 2 - A * B) - 2 * (z.re * Real.cos x - z.im * Real.sin x)) / (A * B) := by
    funext x
    have hx := hd x
    rw [interference] at hx ⊢
    generalize z.re * Real.cos x - z.im * Real.sin x = u at *
    obtain ⟨D, hD⟩ : ∃ D, D = 1 + ‖z‖ ^ 2 - 2 * u := ⟨_, rfl⟩
    rw [← hD] at hx ⊢
    have e' : (1 - A * B / D) / (A * B / D) = (D - A * B) / (A * B) := by
      field_simp
    rw [e', hD]
    ring
  have hG := fun x : ℝ => ((((hasDerivAt_id' x).const_mul (1 + ‖z‖ ^ 2 - A * B)).fun_sub
    ((hasDerivAt_quadrature z x).const_mul 2)).div_const (A * B)).congr_deriv
      (show _ = ((1 + ‖z‖ ^ 2 - A * B)
        - 2 * (z.re * Real.cos x - z.im * Real.sin x)) / (A * B) by ring)
  have hc : Continuous (fun x : ℝ => ((1 + ‖z‖ ^ 2 - A * B)
      - 2 * (z.re * Real.cos x - z.im * Real.sin x)) / (A * B)) :=
    Continuous.div_const (by fun_prop) _
  rw [e]
  unfold phaseAverage
  rw [intervalIntegral.integral_eq_sub_of_hasDerivAt (fun x _ => hG x) (hc.intervalIntegrable _ _)]
  simp only [Real.sin_two_pi, Real.cos_two_pi, Real.sin_zero, Real.cos_zero]
  rw [hN]
  have hpi := Real.pi_ne_zero
  field_simp
  ring

end

end PhaseAveragedTransmission
```

## Two defects in a wire

Suppose separate scattering calculations give $T_1=0.8$ and $T_2=0.5$ for two defects in a single-channel wire. Their resistances are $0.25$ and $1$. By (h) the sum $1.25$ gives $T=1/(1+1.25)\approx0.44$, and the averaged conductance of a spin-degenerate channel is $(2e^2/h)\,T$, with $e$ the elementary charge and $h$ Planck's constant. Averaging the resistance over the same phases gives $1.75$ instead.

```lean
#print axioms PhaseAveragedTransmission.transmission_of_matching
#print axioms PhaseAveragedTransmission.series_law
#print axioms PhaseAveragedTransmission.series_law_of_transmissions
#print axioms PhaseAveragedTransmission.average_resistance
```

```
'PhaseAveragedTransmission.transmission_of_matching' depends on axioms: [propext, Classical.choice, Quot.sound]
'PhaseAveragedTransmission.series_law' depends on axioms: [propext, Classical.choice, Quot.sound]
'PhaseAveragedTransmission.series_law_of_transmissions' depends on axioms: [propext, Classical.choice, Quot.sound]
'PhaseAveragedTransmission.average_resistance' depends on axioms: [propext, Classical.choice, Quot.sound]
```
